# The energy change of a full Newton step with a positive definite model Hessian on a quadratic energy surface

On a finite-dimensional, exactly quadratic energy surface, let x be the displacement from a stationary point and E(x) = ½ x·Ax the energy relative to that point, with A the real symmetric exact Hessian. A full Newton step using a real positive definite model Hessian B replaces x by x − s, where s = B⁻¹Ax. The declaration `energy_update` states that E(x − s) = E(x) − ½ s·(2B − A)s; A itself need not be positive definite. The attempt takes the symmetry of the form defined by A as `h1` and the model equation Bs = Ax, dotted with s, as `h2`, then expands the energies and combines the two identities linearly.

The first attempt, which Lean rejects:

```lean
import Mathlib

open Matrix Filter Topology

namespace ModelHessianNewton

noncomputable section

variable {n : Type*} [Fintype n]

/-- The harmonic energy `x·Ax / 2` of a displacement `x` from the stationary point. -/
def energy (A : Matrix n n ℝ) (x : n → ℝ) : ℝ := (1 / 2) * (x ⬝ᵥ A *ᵥ x)

/-- A symmetric matrix gives a symmetric bilinear form. -/
theorem form_comm {M : Matrix n n ℝ} (hM : M.IsSymm) (x y : n → ℝ) :
    x ⬝ᵥ M *ᵥ y = y ⬝ᵥ M *ᵥ x := by
  rw [Matrix.dotProduct_mulVec, ← Matrix.mulVec_transpose, hM.eq]
  exact dotProduct_comm _ _

variable [DecidableEq n]

/-- The vector `B⁻¹ A x`, formed from the model Hessian `B` and the exact gradient `A x`. A Newton
step subtracts it, so the change of position is its negative. -/
def displacement (A B : Matrix n n ℝ) (x : n → ℝ) : n → ℝ := B⁻¹ *ᵥ (A *ᵥ x)

/-- One Newton step with model Hessian `B` on the surface with exact Hessian `A`. -/
def update (A B : Matrix n n ℝ) (x : n → ℝ) : n → ℝ := x - displacement A B x

/-- The vector `s = displacement A B x` solves the model Newton equation `B s = A x`. -/
theorem model_equation {B : Matrix n n ℝ} (hB : B.PosDef) (A : Matrix n n ℝ) (x : n → ℝ) :
    B *ᵥ displacement A B x = A *ᵥ x := by
  rw [displacement, Matrix.mulVec_mulVec,
    Matrix.mul_nonsing_inv B (isUnit_iff_ne_zero.mpr hB.det_pos.ne'), Matrix.one_mulVec]

/-- Energy balance of one step: the energy changes by `-s·(2B - A)s / 2`, where `s = displacement A
B x` is the vector that the step subtracts. -/
theorem energy_update {A B : Matrix n n ℝ} (hA : A.IsSymm) (hB : B.PosDef) (x : n → ℝ) :
    energy A (update A B x) = energy A x
      - (1 / 2) * (displacement A B x ⬝ᵥ ((2 : ℝ) • B - A) *ᵥ displacement A B x) := by
  have h1 := form_comm hA x (displacement A B x)
  have h2 := congrArg (fun w => displacement A B x ⬝ᵥ w) (model_equation hB A x)
  simp only at h2
  simp only [energy, update, two_smul, Matrix.mulVec_sub, Matrix.sub_mulVec,
    Matrix.add_mulVec, dotProduct_sub, sub_dotProduct, dotProduct_add]
  linear_combination (-1 / 2) * h1 + h2

end

end ModelHessianNewton
```

The error:

```
Main.lean:42:2: error: `simp` made no progress
```

The message says that `simp only at h2` found nothing to change. With no lemmas listed, the call could serve here only to tidy the form of `h2`, by applying the function `fun w => displacement A B x ⬝ᵥ w` to the two sides of the model equation. Lean had already carried out that beta-reduction when it gave `h2` its type, so nothing was left to simplify, and `simp` treats making no progress as an error. The mathematics was not at fault.

The cure is the removal of the `simp only` call. The diff also replaces the `congrArg` term with an explicit statement of the same equation, s·Bs = s·Ax, proved by `rw [model_equation hB A x]`: the rewrite turns Bs into Ax, and the two sides then agree by reflexivity. Writing the equation out makes its form plain, but that part of the change is tidying.

The repair, with which the file compiles:

```diff
@@ -39,6 +39,6 @@
       - (1 / 2) * (displacement A B x ⬝ᵥ ((2 : ℝ) • B - A) *ᵥ displacement A B x) := by
   have h1 := form_comm hA x (displacement A B x)
-  have h2 := congrArg (fun w => displacement A B x ⬝ᵥ w) (model_equation hB A x)
-  simp only at h2
+  have h2 : displacement A B x ⬝ᵥ B *ᵥ displacement A B x
+      = displacement A B x ⬝ᵥ A *ᵥ x := by rw [model_equation hB A x]
   simp only [energy, update, two_smul, Matrix.mulVec_sub, Matrix.sub_mulVec,
     Matrix.add_mulVec, dotProduct_sub, sub_dotProduct, dotProduct_add]
```
